# The mean of $\sum_j|z_j|^2$ in a nonzero homogeneous lowest-Landau-level state is $2(d+N)$

Q: Suppose I sample a Laughlin droplet by Monte Carlo, and in the weight I square the polynomial part of the wavefunction but forget to square its Gaussian. I still get a smooth, round droplet, only too large. What would expose the error?

A: A known size. Let $N$ particles have complex positions $z_j$ in units of the magnetic length, and let the wavefunction in the symmetric gauge be $P(z)\,e^{-\sum_j|z_j|^2/4}$, with $P$ a nonzero homogeneous polynomial of degree $d$. Then the mean of $R=\sum_j|z_j|^2$ is $2(d+N)$. With your wrong Gaussian it would come out twice as large. This gives a check on samplers for finite disc droplets in the lowest Landau level, provided that the polynomial is homogeneous.

Q: Derive it without Lean first.

A: Put $\rho_b(z)=|P(z)|^2e^{-bR}$ and $I(b)=\int\rho_b$, with $b>0$. Substitute $z\to sz$ with $s>0$. The $2N$ real coordinates give a Jacobian $s^{2N}$, homogeneity gives $|P(sz)|^2=s^{2d}|P(z)|^2$, and $R$ becomes $s^2R$. Hence

$$s^{2(d+N)}\,I(bs^2)=I(b).$$

The right side doesn't depend on $s$. Differentiating at $s=1$ gives

$$2(d+N)\,I(b)+2b\,I'(b)=0,\qquad I'(b)=-\int R\,\rho_b,$$

so $b\int R\rho_b=(d+N)\int\rho_b$. The physical density $|P|^2e^{-R/2}$ has $b=1/2$; dividing by $I(1/2)>0$ gives $\langle R\rangle=2(d+N)$.

For the Laughlin polynomial $\prod_{i<j}(z_i-z_j)^m$, each of the $N(N-1)/2$ pairs contributes degree $m$. Therefore $d=mN(N-1)/2$.

Q: Try the smallest droplet.

A: For $N=1$ and $P=1$, the mean is $\int_0^\infty r^3e^{-r^2/2}dr\big/\int_0^\infty r\,e^{-r^2/2}dr=2/1=2$, as the formula says with $d=0$.

Q: Now the formal version. What is a configuration there, and which Gaussian did you use?

A: A configuration is a function `Fin N → ℂ`, one complex number per particle, and $P$ is an `MvPolynomial (Fin N) ℂ`.

```lean
import Mathlib

open MeasureTheory MvPolynomial

namespace QuantumHallDroplet

noncomputable section

variable {N d : ℕ} {b : ℝ}
```

The quantity $R$ is `sqRadius`.

```lean
/-- The total squared radius `∑ |z_j|²` of a configuration of `N` particles in the plane. -/
def sqRadius (z : Fin N → ℂ) : ℝ := ∑ j, ‖z j‖ ^ 2
```

The density keeps the rate $b$ free, because the derivation varies it.

```lean
/-- The unnormalised probability density `|P(z)|² exp(-b ∑ |z_j|²)`; the lowest Landau level
has `b = 1/2` in units of the magnetic length. -/
def density (P : MvPolynomial (Fin N) ℂ) (b : ℝ) (z : Fin N → ℂ) : ℝ :=
  ‖eval z P‖ ^ 2 * Real.exp (-b * sqRadius z)
```

The mean fixes `1 / 2`, the squared wavefunction's rate. It is a ratio of two integrals over all positions, so $P$ needn't be normalised.

```lean
/-- The mean of `∑ |z_j|²` in the lowest-Landau-level state with polynomial part `P ≠ 0`,
in units of the squared magnetic length. -/
def meanSqRadius (P : MvPolynomial (Fin N) ℂ) : ℝ :=
  (∫ z, sqRadius z * density P (1 / 2) z) / ∫ z, density P (1 / 2) z
```

The Laughlin polynomial takes each pair once, since `Finset.Ioi i` contains the indices above `i`.

```lean
/-- The polynomial part `∏_{i<j} (z_i - z_j)^m` of the Laughlin state. -/
def laughlin (N m : ℕ) : MvPolynomial (Fin N) ℂ :=
  ∏ i, ∏ j ∈ Finset.Ioi i, (X i - X j) ^ m
```

Q: Where are the interactions, and the statistics?

A: There is no Hamiltonian. The theorems concern given wavefunctions on the infinite plane, without Landau-level mixing, and don't say that any of them is a ground state. Nor is antisymmetry assumed: odd $m$ gives fermions, even $m$ bosons. Homogeneity is the physical condition. In the symmetric gauge it says that the state has a definite total canonical angular momentum, of magnitude $d\hbar$.

Q: A ratio of integrals can be meaningless. Do yours converge?

A: Yes, and this is proved. The first lemma bounds $|P|$ by $Ke^{\varepsilon R}$ for every $\varepsilon>0$. It uses induction on the polynomial: constants and sums are direct, and multiplying by one more variable uses half of the exponent.

```lean
/-- A polynomial grows more slowly than any inverted Gaussian `exp(ε ∑ |z_j|²)`, `ε > 0`. -/
theorem norm_eval_le (P : MvPolynomial (Fin N) ℂ) : ∀ ε : ℝ, 0 < ε →
    ∃ K : ℝ, 0 ≤ K ∧ ∀ z, ‖eval z P‖ ≤ K * Real.exp (ε * sqRadius z) := by
  have hs0 : ∀ z : Fin N → ℂ, 0 ≤ sqRadius z := fun z => by unfold sqRadius; positivity
  induction P using MvPolynomial.induction_on with
  | C a =>
    intro ε hε
    refine ⟨‖a‖, norm_nonneg a, fun z => ?_⟩
    rw [eval_C]
    exact le_mul_of_one_le_right (norm_nonneg a)
      (Real.one_le_exp (mul_nonneg hε.le (hs0 z)))
  | add p q hp hq =>
    intro ε hε
    obtain ⟨K, hK, h⟩ := hp ε hε
    obtain ⟨L, hL, h'⟩ := hq ε hε
    refine ⟨K + L, by positivity, fun z => ?_⟩
    rw [map_add, add_mul]
    exact (norm_add_le _ _).trans (add_le_add (h z) (h' z))
  | mul_X p i hp =>
    intro ε hε
    obtain ⟨K, hK, h⟩ := hp (ε / 2) (half_pos hε)
    refine ⟨K * (1 + 2 / ε), by positivity, fun z => ?_⟩
    -- one more coordinate costs half of the exponent
    have hi : ‖z i‖ ≤ (1 + 2 / ε) * Real.exp (ε / 2 * sqRadius z) := by
      have h1 : ‖z i‖ ^ 2 ≤ sqRadius z :=
        Finset.single_le_sum (f := fun j => ‖z j‖ ^ 2) (fun j _ => sq_nonneg _)
          (Finset.mem_univ i)
      have h2 : sqRadius z ≤ 2 / ε * Real.exp (ε / 2 * sqRadius z) := by
        rw [div_mul_eq_mul_div, le_div_iff₀ hε]
        linarith [Real.add_one_le_exp (ε / 2 * sqRadius z)]
      have h3 : 1 ≤ Real.exp (ε / 2 * sqRadius z) :=
        Real.one_le_exp (mul_nonneg (half_pos hε).le (hs0 z))
      rw [add_mul, one_mul]
      nlinarith [sq_nonneg (‖z i‖ - 1), norm_nonneg (z i)]
    have he : Real.exp (ε * sqRadius z)
        = Real.exp (ε / 2 * sqRadius z) * Real.exp (ε / 2 * sqRadius z) := by
      rw [← Real.exp_add]
      congr 1
      ring
    calc ‖eval z (p * X i)‖ = ‖eval z p‖ * ‖z i‖ := by rw [map_mul, eval_X, norm_mul]
      _ ≤ (K * Real.exp (ε / 2 * sqRadius z))
          * ((1 + 2 / ε) * Real.exp (ε / 2 * sqRadius z)) :=
        mul_le_mul (h z) hi (norm_nonneg _) (by positivity)
      _ = K * (1 + 2 / ε) * Real.exp (ε * sqRadius z) := by rw [he]; ring
```

Continuity of the density supplies measurability.

```lean
/-- The density is a continuous function of the particle positions. -/
theorem density_continuous (P : MvPolynomial (Fin N) ℂ) (b : ℝ) :
    Continuous (density P b) := by
  have hs : Continuous (fun z : Fin N → ℂ => sqRadius z) := by
    unfold sqRadius
    fun_prop
  exact ((MvPolynomial.continuous_eval P).norm.pow 2).mul
    (Real.continuous_exp.comp (continuous_const.mul hs))
```

Taking $\varepsilon=b/4$ gives $\rho_b\le K^2e^{-bR/2}$, a Gaussian that factorises over the particles. For the second moment, $R\le(2/b)e^{bR/2}$ gives $R\rho_b\le(2/b)\rho_{b/2}$, which is already known to be integrable.

```lean
/-- For `b > 0` both the norm integral and the integral of `∑ |z_j|²` converge. -/
theorem density_integrable (P : MvPolynomial (Fin N) ℂ) (hb : 0 < b) :
    Integrable (density P b) ∧ Integrable (fun z => sqRadius z * density P b z) := by
  -- the Gaussian factorises over the particles
  have gauss : ∀ c : ℝ, 0 < c →
      Integrable (fun z : Fin N → ℂ => Real.exp (-c * sqRadius z)) := by
    intro c hc
    have h1 : Integrable (fun w : ℂ => Real.exp (-c * ‖w‖ ^ 2)) := by
      by_contra h
      have h0 := GaussianFourier.integral_rexp_neg_mul_sq_norm (V := ℂ) hc
      rw [integral_undef h] at h0
      exact (Real.rpow_pos_of_pos (div_pos Real.pi_pos hc) _).ne h0
    have h2 : Integrable (fun z : Fin N → ℂ => ∏ j, Real.exp (-c * ‖z j‖ ^ 2)) := by
      rw [volume_pi]
      exact Integrable.fintype_prod (f := fun _ w => Real.exp (-c * ‖w‖ ^ 2)) (fun _ => h1)
    refine h2.congr (ae_of_all _ fun z => ?_)
    simp only [sqRadius, Finset.mul_sum, Real.exp_sum]
  have hw : ∀ c z, 0 ≤ density P c z := fun c z => by unfold density; positivity
  have key : ∀ c : ℝ, 0 < c → Integrable (density P c) := by
    intro c hc
    obtain ⟨K, hK, h⟩ := norm_eval_le P (c / 4) (by positivity)
    refine ((gauss (c / 2) (half_pos hc)).const_mul (K ^ 2)).mono'
      (density_continuous P c).aestronglyMeasurable (ae_of_all _ fun z => ?_)
    rw [Real.norm_of_nonneg (hw c z)]
    calc density P c z
        ≤ (K * Real.exp (c / 4 * sqRadius z)) ^ 2 * Real.exp (-c * sqRadius z) :=
          mul_le_mul_of_nonneg_right (pow_le_pow_left₀ (norm_nonneg _) (h z) 2)
            (Real.exp_pos _).le
      _ = K ^ 2 * Real.exp (-(c / 2) * sqRadius z) := by
          rw [mul_pow, mul_assoc, ← Real.exp_nat_mul, ← Real.exp_add]
          congr 2
          push_cast
          ring
  refine ⟨key b hb, ?_⟩
  have hs : Continuous (fun z : Fin N → ℂ => sqRadius z) := by
    unfold sqRadius
    fun_prop
  refine ((key (b / 2) (half_pos hb)).const_mul (2 / b)).mono'
    (hs.mul (density_continuous P b)).aestronglyMeasurable (ae_of_all _ fun z => ?_)
  have hs0 : 0 ≤ sqRadius z := by unfold sqRadius; positivity
  have he : density P (b / 2) z = Real.exp (b / 2 * sqRadius z) * density P b z := by
    simp only [density]
    rw [show -(b / 2) * sqRadius z = b / 2 * sqRadius z + -b * sqRadius z by ring,
      Real.exp_add]
    ring
  rw [Real.norm_of_nonneg (mul_nonneg hs0 (hw b z)), he, ← mul_assoc]
  refine mul_le_mul_of_nonneg_right ?_ (hw b z)
  rw [div_mul_eq_mul_div, le_div_iff₀ hb]
  linarith [Real.add_one_le_exp (b / 2 * sqRadius z)]
```

Q: And the denominator?

A: A nonzero polynomial is nonzero at some point, and a continuous, nonnegative, integrable density that is positive somewhere has positive integral. For $P=0$ Lean would evaluate $0/0$ as $0$, which is why the sum rule assumes `P ≠ 0`.

```lean
/-- A nonzero polynomial gives a state of strictly positive norm when `b > 0`. -/
theorem norm_integral_pos {P : MvPolynomial (Fin N) ℂ} (hP : P ≠ 0) (hb : 0 < b) :
    0 < ∫ z, density P b z := by
  obtain ⟨x, hx⟩ : ∃ x, eval x P ≠ 0 := by
    by_contra h
    push Not at h
    exact hP (MvPolynomial.funext fun x => by rw [h x, map_zero])
  refine integral_pos_of_integrable_nonneg_nonzero (x := x) (density_continuous P b)
    (density_integrable P hb).1 (fun z => ?_) ?_
  · change 0 ≤ density P b z
    unfold density
    positivity
  · exact mul_ne_zero (pow_ne_zero 2 (norm_ne_zero_iff.2 hx)) (Real.exp_pos _).ne'
```

Q: Show me the dilation.

A: `he` is the homogeneity of $P$, `hr` the scaling of $R$, and `hf` the count of $2N$ real dimensions. `Measure.integral_comp_smul` then supplies the Jacobian.

```lean
/-- Dilating all coordinates by `s > 0` relates the norm integrals of a homogeneous state
at the Gaussian rates `b s²` and `b`. -/
theorem norm_integral_scaling {P : MvPolynomial (Fin N) ℂ} (hP : P.IsHomogeneous d)
    (b : ℝ) {s : ℝ} (hs : 0 < s) :
    s ^ (2 * (d + N)) * ∫ z, density P (b * s ^ 2) z = ∫ z, density P b z := by
  have he : ∀ z : Fin N → ℂ, eval (s • z) P = (s : ℂ) ^ d * eval z P := by
    intro z
    rw [eval_eq, eval_eq, Finset.mul_sum]
    refine Finset.sum_congr rfl fun m hm => ?_
    have hd : ∑ i ∈ m.support, m i = d := by
      have h := hP (mem_support_iff.1 hm)
      rw [Finsupp.weight_apply, Finsupp.sum] at h
      simpa using h
    simp only [Pi.smul_apply, Complex.real_smul, mul_pow, Finset.prod_mul_distrib,
      Finset.prod_pow_eq_pow_sum, hd]
    ring
  have hr : ∀ z : Fin N → ℂ, sqRadius (s • z) = s ^ 2 * sqRadius z := by
    intro z
    simp only [sqRadius, Pi.smul_apply, norm_smul, mul_pow, Finset.mul_sum,
      Real.norm_eq_abs, sq_abs]
  have hw : ∀ z, density P b (s • z) = s ^ (2 * d) * density P (b * s ^ 2) z := by
    intro z
    simp only [density]
    rw [he, hr, norm_mul, norm_pow, Complex.norm_real, Real.norm_of_nonneg hs.le,
      show -b * (s ^ 2 * sqRadius z) = -(b * s ^ 2) * sqRadius z by ring]
    ring
  have hf : Module.finrank ℝ (Fin N → ℂ) = 2 * N := by
    rw [Module.finrank_pi_fintype]
    simp [Complex.finrank_real_complex, mul_comm]
  -- the Jacobian of the dilation of `2N` real coordinates
  have h := Measure.integral_comp_smul (volume : Measure (Fin N → ℂ)) (density P b) s
  simp_rw [hw] at h
  rw [integral_const_mul, hf, smul_eq_mul, abs_of_pos (by positivity)] at h
  calc s ^ (2 * (d + N)) * ∫ z, density P (b * s ^ 2) z
      = s ^ (2 * N) * (s ^ (2 * d) * ∫ z, density P (b * s ^ 2) z) := by ring
    _ = ∫ z, density P b z := by rw [h, mul_inv_cancel_left₀ (by positivity)]
```

Q: You differentiated under the integral sign rather freely.

A: The next proof justifies it. For rates $a>b/2$, the derivative of the integrand is bounded in size by $R\rho_{b/2}$, which is integrable, so dominated convergence applies and gives `hD`. The chain and product rules give one derivative at $s=1$, in `h3`; constancy under scaling gives the value zero, in `h4`. Uniqueness of derivatives equates them, and the last line divides by two and rearranges.

```lean
/-- Virial identity: for a homogeneous state of degree `d` and `b > 0`, the integral of
`b ∑ |z_j|²` against the density is `d + N` times the norm integral. -/
theorem virial_identity {P : MvPolynomial (Fin N) ℂ} (hP : P.IsHomogeneous d) (hb : 0 < b) :
    b * ∫ z, sqRadius z * density P b z = (d + N) * ∫ z, density P b z := by
  -- differentiate the norm integral with respect to the Gaussian rate
  have hD : HasDerivAt (fun a => ∫ z, density P a z)
      (∫ z, -(sqRadius z * density P b z)) b := by
    refine (hasDerivAt_integral_of_dominated_loc_of_deriv_le
      (F := fun a z => density P a z) (F' := fun a z => -(sqRadius z * density P a z))
      (bound := fun z => sqRadius z * density P (b / 2) z) (s := Set.Ioi (b / 2))
      (Ioi_mem_nhds (by linarith))
      (Filter.Eventually.of_forall fun a => (density_continuous P a).aestronglyMeasurable)
      (density_integrable P hb).1 (density_integrable P hb).2.neg.aestronglyMeasurable
      (ae_of_all _ fun z a ha => ?_) (density_integrable P (half_pos hb)).2
      (ae_of_all _ fun z a _ => ?_)).2
    · have ha' : b / 2 < a := ha
      have hs0 : 0 ≤ sqRadius z := by unfold sqRadius; positivity
      have hw : 0 ≤ density P a z := by unfold density; positivity
      rw [norm_neg, Real.norm_of_nonneg (mul_nonneg hs0 hw)]
      exact mul_le_mul_of_nonneg_left (mul_le_mul_of_nonneg_left
        (Real.exp_le_exp.2 (by nlinarith [mul_nonneg hs0 (sub_nonneg.2 ha'.le)]))
        (sq_nonneg _)) hs0
    · have h1 : HasDerivAt (fun x : ℝ => -x * sqRadius z) (-sqRadius z) a :=
        ((hasDerivAt_neg a).mul_const (sqRadius z)).congr_deriv (by ring)
      exact (h1.exp.const_mul (‖eval z P‖ ^ 2)).congr_deriv (by simp only [density]; ring)
  have hD' : HasDerivAt (fun a => ∫ z, density P a z)
      (∫ z, -(sqRadius z * density P b z)) (b * (1 : ℝ) ^ 2) := by
    rw [one_pow, mul_one]
    exact hD
  have hq : HasDerivAt (fun s : ℝ => b * s ^ 2) (b * 2) 1 :=
    ((hasDerivAt_pow 2 (1 : ℝ)).const_mul b).congr_deriv (by norm_num)
  have h2 : HasDerivAt (fun s : ℝ => ∫ z, density P (b * s ^ 2) z)
      ((∫ z, -(sqRadius z * density P b z)) * (b * 2)) 1 := by
    change HasDerivAt ((fun a : ℝ => ∫ z, density P a z) ∘ (fun s : ℝ => b * s ^ 2))
      ((∫ z, -(sqRadius z * density P b z)) * (b * 2)) 1
    exact HasDerivAt.comp (1 : ℝ) hD' hq
  have h3 := (hasDerivAt_pow (2 * (d + N)) (1 : ℝ)).fun_mul h2
  -- by scaling the same function is constant
  have h4 : HasDerivAt
      (fun s : ℝ => s ^ (2 * (d + N)) * ∫ z, density P (b * s ^ 2) z) 0 1 :=
    (hasDerivAt_const (1 : ℝ) (∫ z, density P b z)).congr_of_eventuallyEq (by
      filter_upwards [Ioi_mem_nhds one_pos] with s hs
      exact norm_integral_scaling hP b hs)
  have h5 := h3.unique h4
  simp only [one_pow, mul_one, one_mul, integral_neg] at h5
  push_cast at h5
  linear_combination (-1 / 2) * h5
```

Setting $b=1/2$ and dividing by the positive norm gives the sum rule.

```lean
/-- Droplet-size sum rule: in a nonzero homogeneous lowest-Landau-level state of degree `d`
the mean of `∑ |z_j|²` is `2 (d + N)` squared magnetic lengths. -/
theorem meanSqRadius_eq {P : MvPolynomial (Fin N) ℂ} (hP : P.IsHomogeneous d) (h0 : P ≠ 0) :
    meanSqRadius P = 2 * (d + N) := by
  have hb : (0 : ℝ) < 1 / 2 := by norm_num
  unfold meanSqRadius
  rw [div_eq_iff (norm_integral_pos h0 hb).ne']
  linear_combination 2 * virial_identity hP hb
```

Q: Does the Laughlin polynomial really satisfy the hypotheses?

A: Homogeneity follows factor by factor, and the degrees add up to `m * N.choose 2`. The product is nonzero because distinct variables are distinct polynomials.

```lean
/-- The Laughlin polynomial is nonzero and homogeneous, with degree `m` times the number
of particle pairs. -/
theorem laughlin_homogeneous (N m : ℕ) :
    (laughlin N m).IsHomogeneous (m * N.choose 2) ∧ laughlin N m ≠ 0 := by
  constructor
  · have h : (laughlin N m).IsHomogeneous (∑ i : Fin N, ∑ _j ∈ Finset.Ioi i, 1 * m) :=
      IsHomogeneous.prod _ _ _ fun i _ => IsHomogeneous.prod _ _ _ fun j _ =>
        ((isHomogeneous_X ℂ i).sub (isHomogeneous_X ℂ j)).pow m
    have hd : ∑ i : Fin N, ∑ _j ∈ Finset.Ioi i, 1 * m = m * N.choose 2 := by
      simp only [one_mul, Finset.sum_const, smul_eq_mul, Fin.card_Ioi]
      rw [← Finset.sum_mul, Fin.sum_univ_eq_sum_range (fun i => N - 1 - i) N,
        Finset.sum_range_reflect (fun i => i) N, Finset.sum_range_id,
        Nat.choose_two_right, mul_comm]
    rwa [hd] at h
  · refine Finset.prod_ne_zero_iff.2 fun i _ => Finset.prod_ne_zero_iff.2 fun j hj => ?_
    refine pow_ne_zero m (sub_ne_zero.2 fun h => ?_)
    exact (Finset.mem_Ioi.1 hj).ne (MvPolynomial.X_injective h)
```

Substituting this degree gives the droplet size. The statement allows every natural $N$ and $m$. At $m=0$ the polynomial is $1$ and the mean is $2N$, which is $2$ per particle.

```lean
/-- In the Laughlin state with exponent `m` the mean of `∑ |z_j|²` is
`2 (m N (N - 1) / 2 + N)` squared magnetic lengths. -/
theorem laughlin_meanSqRadius (N m : ℕ) :
    meanSqRadius (laughlin N m) = 2 * ((m : ℝ) * N * (N - 1) / 2 + N) := by
  rw [meanSqRadius_eq (laughlin_homogeneous N m).1 (laughlin_homogeneous N m).2]
  push_cast [Nat.cast_choose_two]
  ring
```

Q: What if I pierce the droplet at its centre?

A: In a Laughlin state with $m\ge1$, inserting $n$ quasiholes at the origin multiplies $P$ by $(\prod_j z_j)^n$. This factor raises the degree of any nonzero homogeneous polynomial by $nN$. The mean of $R$ therefore grows by $2nN$, or $2n$ per particle, for any nonzero homogeneous starting state. The proof applies the sum rule before and after the multiplication.

```lean
/-- Multiplying a nonzero homogeneous state by `(∏ z_j)^n` raises the mean of `∑ |z_j|²` by `2 n N`
squared magnetic lengths. -/
theorem quasihole_meanSqRadius {P : MvPolynomial (Fin N) ℂ} (hP : P.IsHomogeneous d)
    (h0 : P ≠ 0) (n : ℕ) :
    meanSqRadius ((∏ j, X j) ^ n * P) = meanSqRadius P + 2 * n * N := by
  have hX : (∏ j : Fin N, (X j : MvPolynomial (Fin N) ℂ)).IsHomogeneous
      (∑ _j : Fin N, 1) :=
    IsHomogeneous.prod _ _ _ fun j _ => isHomogeneous_X ℂ j
  have hX0 : (∏ j : Fin N, (X j : MvPolynomial (Fin N) ℂ)) ≠ 0 :=
    Finset.prod_ne_zero_iff.2 fun j _ => MvPolynomial.X_ne_zero j
  rw [meanSqRadius_eq ((hX.pow n).mul hP) (mul_ne_zero (pow_ne_zero n hX0) h0),
    meanSqRadius_eq hP h0]
  simp only [Finset.sum_const, Finset.card_univ, Fintype.card_fin, smul_eq_mul, mul_one]
  push_cast
  ring

end

end QuantumHallDroplet
```

```lean
#print axioms QuantumHallDroplet.meanSqRadius_eq
-- 'QuantumHallDroplet.meanSqRadius_eq' depends on axioms: [propext, Classical.choice, Quot.sound]
#print axioms QuantumHallDroplet.laughlin_meanSqRadius
-- 'QuantumHallDroplet.laughlin_meanSqRadius' depends on axioms: [propext, Classical.choice, Quot.sound]
#print axioms QuantumHallDroplet.quasihole_meanSqRadius
-- 'QuantumHallDroplet.quasihole_meanSqRadius' depends on axioms: [propext, Classical.choice, Quot.sound]
```
